# The singles energy as a coupling integral of the first-order density matrix

An RPA total energy is often evaluated with orbitals from a Kohn–Sham calculation. These orbitals do not in general diagonalise the Fock operator built from them, so the difference V between the Fock and Kohn–Sham operators can couple occupied to virtual orbitals. If it does, the occupied space rotates when V is switched on. How much energy does this rotation contribute at second order?

Let h be the reference one-electron operator (here the Kohn–Sham operator, not the core Hamiltonian), with a finite orthonormal set of orbitals and real orbital energies e_p, and let P project on the occupied orbitals. The coupling strength, usually written λ, is l, and P1 is the first-order change of the density matrix. Below, i is occupied, a is virtual, and p, q are arbitrary spin orbitals. If V is Hermitian and no occupied level equals a virtual one, P1 is uniquely determined by

[h, P1] + [V, P] = 0,  P P1 + P1 P = P1,

and

∫₀¹ l tr(V P1) dl = −∑_ia |V_ia|² / (e_a − e_i).

The right-hand side is the singles energy. A positive gap, e_a > e_i for all pairs, is a special case of the condition on the levels.

## Singles corrections in an RPA code

A code that adds singles to an RPA energy can sum over occupied–virtual pairs, or take P1 from a linear-response solver that keeps both h and V fixed, and evaluate ½ tr(V P1). In the same finite orthonormal orbital basis, the two routes agree. A self-consistent solver, which updates the Kohn–Sham potential with the density, in general gives a different P1. The factor ½ comes from the coupling integral and has nothing to do with spin. The occupied–occupied and virtual–virtual blocks of V do not enter at this order.

## Rotation of the occupied space

Let D(l) be a differentiable family of projectors with D(0) = P that commutes with h + lV:

D(l)² = D(l),  (h + lV) D(l) = D(l) (h + lV).

Differentiating both relations at l = 0, with P1 = D′(0), gives

P1 P + P P1 = P1,  V P + h P1 = P1 h + P V,

which are the two first-order equations. For independent electrons, the Hellmann–Feynman theorem gives dE/dl = tr(V D(l)). Inserting D(l) ≈ P + l P1 produces the second-order integrand l tr(V P1).

With occupation numbers n_p equal to 0 or 1, the entries of the equations are

(e_p − e_q) P1_pq + V_pq (n_q − n_p) = 0,
(n_p + n_q) P1_pq = P1_pq.

If p and q are both occupied, the second equation reads 2 P1_pq = P1_pq; if both are virtual, it reads 0 = P1_pq. Either way P1_pq = 0, and the first equation then holds because n_p = n_q. For a mixed pair the second equation is an identity, and the first gives

P1_ia = −V_ia / (e_a − e_i),  P1_ai = −V_ai / (e_a − e_i).

If e_i = e_a for some pair, any number can be added to P1_ai without disturbing either equation. A solution, if there is one, is then not unique.

Only the mixed blocks contribute to the trace:

tr(V P1) = ∑_ia (V_ia P1_ai + V_ai P1_ia)
= −2 ∑_ia V_ia V_ai / (e_a − e_i)
= −2 ∑_ia |V_ia|² / (e_a − e_i).

The last step uses V_ai = V_ia*. Since ∫₀¹ l dl = ½, the result follows.

The same block argument gives the first-order change in the expectation value of any Hermitian one-body observable A, such as a dipole component:

tr(A P1) = −2 ∑_ia Re(A_ai V_ia) / (e_a − e_i).

This formula is derived here without a Lean proof.

## Lean file for the response and the integral

```lean
import Mathlib

open Matrix

namespace SinglesEnergy

noncomputable section

variable {n : Type*} [Fintype n] [DecidableEq n]

/-- The reference Hamiltonian, diagonal with real orbital energies `e`. -/
def hRef (e : n → ℝ) : Matrix n n ℂ := diagonal fun p => (e p : ℂ)

/-- The occupation number of orbital `p`: one in the occupied set `o`, zero outside. -/
def occ (o : Finset n) (p : n) : ℂ := if p ∈ o then 1 else 0

/-- The projector on the occupied orbitals. -/
def occProj (o : Finset n) : Matrix n n ℂ := diagonal (occ o)

/-- The first-order equations for the density matrix: stationarity
`[h, P1] + [V, P] = 0` and idempotency `P P1 + P1 P = P1`. -/
def IsFirstOrder (e : n → ℝ) (o : Finset n) (V P1 : Matrix n n ℂ) : Prop :=
  (hRef e * P1 - P1 * hRef e) + (V * occProj o - occProj o * V) = 0 ∧
    occProj o * P1 + P1 * occProj o = P1

/-- A family of projectors `D l` that starts at the occupied projector and commutes
with `h + l V` at every coupling strength `l`. -/
def IsExactFamily (e : n → ℝ) (o : Finset n) (V : Matrix n n ℂ)
    (D : ℝ → Matrix n n ℂ) : Prop :=
  D 0 = occProj o ∧ (∀ l, D l * D l = D l) ∧
    ∀ l : ℝ, (hRef e + (l : ℂ) • V) * D l = D l * (hRef e + (l : ℂ) • V)

/-- The explicit first-order density matrix, with entries only between occupied and virtual
orbitals; its domain is that no occupied level equals a virtual one. -/
def response (e : n → ℝ) (o : Finset n) (V : Matrix n n ℂ) : Matrix n n ℂ :=
  Matrix.of fun p q =>
    if (p ∈ o ↔ q ∈ o) then 0 else (occ o p - occ o q) * V p q / ((e p : ℂ) - e q)

/-- The singles energy `-∑ |V_ia|² / (e_a - e_i)` over occupied `i` and virtual `a`; its domain
is that no occupied level equals a virtual one. -/
def singlesEnergy (e : n → ℝ) (o : Finset n) (V : Matrix n n ℂ) : ℝ :=
  -∑ i ∈ o, ∑ a ∈ oᶜ, ‖V i a‖ ^ 2 / (e a - e i)

omit [DecidableEq n] in
/-- The product rule at zero coupling for matrices whose entries are differentiable there. -/
theorem hasDerivAt_mul_entry {A B : ℝ → Matrix n n ℂ} {A' B' : Matrix n n ℂ}
    (hA : ∀ p q, HasDerivAt (fun l => A l p q) (A' p q) 0)
    (hB : ∀ p q, HasDerivAt (fun l => B l p q) (B' p q) 0) (p q : n) :
    HasDerivAt (fun l => (A l * B l) p q) ((A' * B 0 + A 0 * B') p q) 0 := by
  simp only [Matrix.mul_apply, Matrix.add_apply, ← Finset.sum_add_distrib]
  exact HasDerivAt.fun_sum fun k _ => (hA p k).fun_mul (hB k q)

/-- If an exact family of projectors is differentiable at zero coupling, its derivative there
satisfies the first-order equations. -/
theorem isFirstOrder_of_family {e : n → ℝ} {o : Finset n} {V P1 : Matrix n n ℂ}
    {D : ℝ → Matrix n n ℂ} (hF : IsExactFamily e o V D)
    (hD : ∀ p q, HasDerivAt (fun l => D l p q) (P1 p q) 0) : IsFirstOrder e o V P1 := by
  obtain ⟨h0, hidem, hcomm⟩ := hF
  have hl : HasDerivAt (fun l : ℝ => (l : ℂ)) 1 0 :=
    (hasDerivAt_id (0 : ℝ)).ofReal_comp.congr_deriv Complex.ofReal_one
  have hH : ∀ p q, HasDerivAt (fun l : ℝ => (hRef e + (l : ℂ) • V) p q) (V p q) 0 := by
    intro p q
    simp only [Matrix.add_apply, Matrix.smul_apply, smul_eq_mul]
    exact ((hl.mul_const (V p q)).const_add _).congr_deriv (one_mul _)
  -- differentiate the commutation relation and the idempotency
  have k1 : V * D 0 + (hRef e + ((0 : ℝ) : ℂ) • V) * P1
      = P1 * (hRef e + ((0 : ℝ) : ℂ) • V) + D 0 * V := by
    ext p q
    exact (hasDerivAt_mul_entry hH hD p q).unique
      ((hasDerivAt_mul_entry hD hH p q).congr_of_eventuallyEq
        (Filter.Eventually.of_forall fun l =>
          congrArg (fun M : Matrix n n ℂ => M p q) (hcomm l)))
  have k2 : P1 * D 0 + D 0 * P1 = P1 := by
    ext p q
    exact (hasDerivAt_mul_entry hD hD p q).unique
      ((hD p q).congr_of_eventuallyEq (Filter.Eventually.of_forall fun l =>
        congrArg (fun M : Matrix n n ℂ => M p q) (hidem l)))
  simp only [Complex.ofReal_zero, zero_smul, add_zero, h0] at k1 k2
  refine ⟨?_, by rw [add_comm]; exact k2⟩
  calc _ = (V * occProj o + hRef e * P1) - (P1 * hRef e + occProj o * V) := by abel
    _ = 0 := sub_eq_zero.2 k1

/-- The two-level projector with mixing factor `1 / √(1 + l²)`. -/
def twoLevel (l : ℝ) : Matrix (Fin 2) (Fin 2) ℂ :=
  !![(1 + ((√(1 + l ^ 2))⁻¹ : ℝ)) / 2, -(l * ((√(1 + l ^ 2))⁻¹ : ℝ)) / 2;
     -(l * ((√(1 + l ^ 2))⁻¹ : ℝ)) / 2, (1 - ((√(1 + l ^ 2))⁻¹ : ℝ)) / 2]

/-- For levels `-1` (occupied) and `1` (virtual) coupled by a unit off-diagonal `V`, `twoLevel` is
an exact family, and its derivative at zero coupling has off-diagonal entries `-1/2` and zero
diagonal. -/
theorem isFirstOrder_of_family_witness :
    IsExactFamily ![-1, 1] {0} !![0, 1; 1, 0] twoLevel ∧
      ∀ p q, HasDerivAt (fun l => twoLevel l p q)
        ((!![0, -1 / 2; -1 / 2, 0] : Matrix (Fin 2) (Fin 2) ℂ) p q) 0 := by
  refine ⟨⟨?_, fun l => ?_, fun l => ?_⟩, ?_⟩
  · ext i j
    fin_cases i <;> fin_cases j <;> norm_num [twoLevel, occProj, occ]
  · have hr : ((√(1 + l ^ 2))⁻¹) ^ 2 * (1 + l ^ 2) = 1 := by
      rw [inv_pow, Real.sq_sqrt (by positivity)]
      exact inv_mul_cancel₀ (by positivity)
    rw [twoLevel]
    generalize (√(1 + l ^ 2))⁻¹ = c at hr ⊢
    have hc : (c : ℂ) ^ 2 * (1 + (l : ℂ) ^ 2) = 1 := by exact_mod_cast hr
    rw [Matrix.mul_fin_two]
    ext i j
    fin_cases i <;> fin_cases j <;> dsimp
    · linear_combination (1 / 4) * hc
    · ring
    · ring
    · linear_combination (1 / 4) * hc
  · have hH : hRef ![-1, 1] + (l : ℂ) • !![0, 1; 1, 0] = !![-1, (l : ℂ); (l : ℂ), 1] := by
      ext i j
      fin_cases i <;> fin_cases j <;> simp [hRef]
    rw [hH, twoLevel]
    generalize (√(1 + l ^ 2))⁻¹ = c
    rw [Matrix.mul_fin_two, Matrix.mul_fin_two]
    ext i j
    fin_cases i <;> fin_cases j <;> dsimp <;> ring
  · have h1 : HasDerivAt (fun l : ℝ => 1 + l ^ 2) 0 0 := by
      simpa using (hasDerivAt_pow 2 (0 : ℝ)).const_add 1
    have h2 := (h1.sqrt (by norm_num)).inv (by norm_num)
    have hr : HasDerivAt (fun l : ℝ => (√(1 + l ^ 2))⁻¹) 0 0 := h2.congr_deriv (by simp)
    have hz := hr.ofReal_comp
    have hl := (hasDerivAt_id (0 : ℝ)).ofReal_comp
    have hoff := (hl.fun_mul hz).fun_neg.div_const 2
    refine Fin.forall_fin_two.2 ⟨Fin.forall_fin_two.2 ⟨?_, ?_⟩, Fin.forall_fin_two.2 ⟨?_, ?_⟩⟩
    · exact ((hz.const_add 1).div_const 2).congr_deriv (by simp)
    · exact hoff.congr_deriv (by simp)
    · exact hoff.congr_deriv (by simp)
    · exact ((hz.const_sub 1).div_const 2).congr_deriv (by simp)

/-- The first-order equations read entry by entry in the orbital basis. -/
theorem isFirstOrder_iff {e : n → ℝ} {o : Finset n} {V X : Matrix n n ℂ} :
    IsFirstOrder e o V X ↔ ∀ p q,
      ((e p : ℂ) - e q) * X p q + V p q * (occ o q - occ o p) = 0 ∧
        (occ o p + occ o q) * X p q = X p q := by
  simp only [IsFirstOrder, ← Matrix.ext_iff, hRef, occProj, Matrix.add_apply, Matrix.sub_apply,
    Matrix.diagonal_mul, Matrix.mul_diagonal, Matrix.zero_apply]
  constructor
  · rintro ⟨h1, h2⟩ p q
    exact ⟨by linear_combination h1 p q, by linear_combination h2 p q⟩
  · intro h
    exact ⟨fun p q => by linear_combination (h p q).1, fun p q => by linear_combination (h p q).2⟩

/-- If no occupied level equals a virtual one, the first-order equations hold exactly for the
explicit response matrix. -/
theorem isFirstOrder_iff_eq {e : n → ℝ} {o : Finset n} {V X : Matrix n n ℂ}
    (hgap : ∀ i ∈ o, ∀ a ∉ o, e i ≠ e a) :
    IsFirstOrder e o V X ↔ X = response e o V := by
  have hd : ∀ p q, ¬(p ∈ o ↔ q ∈ o) → (e p : ℂ) - e q ≠ 0 := by
    intro p q h
    refine sub_ne_zero.2 fun hc => ?_
    have hr : e p = e q := Complex.ofReal_injective hc
    by_cases hp : p ∈ o
    · exact hgap p hp q (fun hq => h ⟨fun _ => hq, fun _ => hp⟩) hr
    · by_cases hq : q ∈ o
      · exact hgap q hq p hp hr.symm
      · exact h ⟨fun x => absurd x hp, fun x => absurd x hq⟩
  have hR : IsFirstOrder e o V (response e o V) := by
    rw [isFirstOrder_iff]
    intro p q
    by_cases h : (p ∈ o ↔ q ∈ o)
    · have r : response e o V p q = 0 := by rw [response, Matrix.of_apply, if_pos h]
      have ho : occ o p = occ o q := by simp only [occ, h]
      rw [r, ho]
      exact ⟨by ring, by ring⟩
    · have m : ((e p : ℂ) - e q) * response e o V p q = (occ o p - occ o q) * V p q := by
        rw [response, Matrix.of_apply, if_neg h]
        exact mul_div_cancel₀ _ (hd p q h)
      have ho : occ o p + occ o q = 1 := by
        by_cases hp : p ∈ o <;> by_cases hq : q ∈ o <;> simp_all [occ]
      exact ⟨by linear_combination m, by rw [ho, one_mul]⟩
  refine ⟨fun hX => ?_, fun h => h ▸ hR⟩
  rw [isFirstOrder_iff] at hX hR
  ext p q
  by_cases h : (p ∈ o ↔ q ∈ o)
  · -- idempotency removes the diagonal blocks
    have x := (hX p q).2
    have r := (hR p q).2
    by_cases hq : q ∈ o
    · simp only [occ, h.2 hq, hq, if_true] at x r
      linear_combination x - r
    · simp only [occ, mt h.1 hq, hq, if_false] at x r
      linear_combination r - x
  · -- the commutator equation fixes the mixed blocks
    exact mul_left_cancel₀ (hd p q h) (by linear_combination (hX p q).1 - (hR p q).1)

/-- The first-order equations have exactly one solution if and only if no occupied level
equals a virtual one. -/
theorem existsUnique_iff (e : n → ℝ) (o : Finset n) (V : Matrix n n ℂ) :
    (∃! P1, IsFirstOrder e o V P1) ↔ ∀ i ∈ o, ∀ a ∉ o, e i ≠ e a := by
  constructor
  · rintro ⟨X, hX, hu⟩ i hi a ha hea
    -- a degenerate pair allows a free admixture in the entry (a, i)
    obtain ⟨Y, hY⟩ : ∃ Y : Matrix n n ℂ, ∀ p q,
        Y p q = X p q + if p = a ∧ q = i then 1 else 0 :=
      ⟨Matrix.of fun p q => X p q + if p = a ∧ q = i then 1 else 0, fun _ _ => rfl⟩
    have hc : (e i : ℂ) = e a := by rw [hea]
    have oA : occ o a = 0 := by simp [occ, ha]
    have oI : occ o i = 1 := by simp [occ, hi]
    have hYs : IsFirstOrder e o V Y := by
      have hX' := isFirstOrder_iff.1 hX
      refine isFirstOrder_iff.2 fun p q => ?_
      by_cases h : p = a ∧ q = i
      · have hx := hX' a i
        rw [h.1, h.2, hY a i, if_pos ⟨rfl, rfl⟩]
        exact ⟨by linear_combination hx.1 - hc, by linear_combination hx.2 + oA + oI⟩
      · rw [hY p q, if_neg h, add_zero]
        exact hX' p q
    have h1 := hY a i
    rw [hu Y hYs, if_pos ⟨rfl, rfl⟩] at h1
    exact one_ne_zero (α := ℂ) (by linear_combination -h1)
  · intro hgap
    exact ⟨response e o V, (isFirstOrder_iff_eq hgap).2 rfl,
      fun X hX => (isFirstOrder_iff_eq hgap).1 hX⟩

/-- For Hermitian `V` and no occupied level equal to a virtual one, if `P1` solves the first-order
equations, then `tr (V P1)` is twice the singles energy. -/
theorem trace_eq {e : n → ℝ} {o : Finset n} {V P1 : Matrix n n ℂ}
    (hgap : ∀ i ∈ o, ∀ a ∉ o, e i ≠ e a) (hV : V.IsHermitian)
    (hP : IsFirstOrder e o V P1) : trace (V * P1) = 2 * (singlesEnergy e o V : ℂ) := by
  rw [(isFirstOrder_iff_eq hgap).1 hP]
  obtain ⟨g, hg⟩ : ∃ g : n → n → ℂ, ∀ i a,
      g i a = -((‖V i a‖ ^ 2 / (e a - e i) : ℝ) : ℂ) := ⟨_, fun _ _ => rfl⟩
  have hc : ∀ i a, V i a * V a i = (‖V i a‖ : ℂ) ^ 2 := by
    intro i a
    rw [← hV.apply a i, ← Complex.ofReal_pow, ← Complex.normSq_eq_norm_sq]
    exact Complex.mul_conj _
  have hov : ∀ i ∈ o, ∀ a ∈ oᶜ, V i a * response e o V a i = g i a := by
    intro i hi a ha
    have r : response e o V a i = -V a i / ((e a : ℂ) - e i) := by
      simp [response, occ, hi, Finset.mem_compl.1 ha]
    rw [r, hg]
    push_cast
    rw [← hc i a]
    ring
  have hvo : ∀ a ∈ oᶜ, ∀ i ∈ o, V a i * response e o V i a = g i a := by
    intro a ha i hi
    have r : response e o V i a = V i a / ((e i : ℂ) - e a) := by
      simp [response, occ, hi, Finset.mem_compl.1 ha]
    rw [r, hg, ← neg_sub (e a : ℂ) (e i), div_neg]
    push_cast
    rw [← hc i a]
    ring
  have hsame : ∀ p q, (q ∈ o ↔ p ∈ o) → V p q * response e o V q p = 0 := by
    intro p q h
    rw [response, Matrix.of_apply, if_pos h, mul_zero]
  -- only the two mixed blocks contribute, and they are equal
  have A : ∑ p ∈ o, ∑ q, V p q * response e o V q p = ∑ i ∈ o, ∑ a ∈ oᶜ, g i a := by
    refine Finset.sum_congr rfl fun p hp => ?_
    rw [← Finset.sum_add_sum_compl o, Finset.sum_eq_zero (s := o)
      (fun q hq => hsame p q ⟨fun _ => hp, fun _ => hq⟩), zero_add]
    exact Finset.sum_congr rfl (hov p hp)
  have B : ∑ p ∈ oᶜ, ∑ q, V p q * response e o V q p = ∑ a ∈ oᶜ, ∑ i ∈ o, g i a := by
    refine Finset.sum_congr rfl fun p hp => ?_
    rw [← Finset.sum_add_sum_compl o, Finset.sum_eq_zero (s := oᶜ)
      (fun q hq => hsame p q ⟨fun x => absurd x (Finset.mem_compl.1 hq),
        fun x => absurd x (Finset.mem_compl.1 hp)⟩), add_zero]
    exact Finset.sum_congr rfl (hvo p hp)
  have C : ∑ a ∈ oᶜ, ∑ i ∈ o, g i a = ∑ i ∈ o, ∑ a ∈ oᶜ, g i a := Finset.sum_comm
  have E : (singlesEnergy e o V : ℂ) = ∑ i ∈ o, ∑ a ∈ oᶜ, g i a := by
    simp only [singlesEnergy, hg, Complex.ofReal_neg, Complex.ofReal_sum, Finset.sum_neg_distrib]
  simp only [Matrix.trace, Matrix.diag_apply, Matrix.mul_apply]
  rw [← Finset.sum_add_sum_compl o, A, B, C, E]
  ring

/-- For Hermitian `V` and no occupied level equal to a virtual one, the first-order equations
have a unique solution `P1`, and the coupling integral of `l tr (V P1)` is the singles energy. -/
theorem coupling_integral_eq_singlesEnergy {e : n → ℝ} {o : Finset n} {V : Matrix n n ℂ}
    (hgap : ∀ i ∈ o, ∀ a ∉ o, e i ≠ e a) (hV : V.IsHermitian) :
    (∃! P1, IsFirstOrder e o V P1) ∧ ∀ P1, IsFirstOrder e o V P1 →
      ∫ l in (0 : ℝ)..1, (l : ℂ) * trace (V * P1) = (singlesEnergy e o V : ℂ) := by
  refine ⟨(existsUnique_iff e o V).2 hgap, fun P1 hP => ?_⟩
  rw [intervalIntegral.integral_mul_const, intervalIntegral.integral_ofReal, integral_id,
    trace_eq hgap hV hP]
  push_cast
  ring

end

end SinglesEnergy
```

```lean
#print axioms SinglesEnergy.isFirstOrder_of_family
-- 'SinglesEnergy.isFirstOrder_of_family' depends on axioms: [propext, Classical.choice, Quot.sound]
#print axioms SinglesEnergy.coupling_integral_eq_singlesEnergy
-- 'SinglesEnergy.coupling_integral_eq_singlesEnergy' depends on axioms: [propext, Classical.choice, Quot.sound]
```

## Fixed V, integer occupations and separated levels

The finite type `n` labels the orbitals, `e` gives their real energies and the finite set `o` holds the occupied ones. `hRef e` is h, `occ o p` is n_p and `occProj o` is P. The predicate `IsFirstOrder e o V P1` consists of the two first-order equations. The hypothesis `hgap` says that no occupied level equals a virtual one, and `hV` says that V is Hermitian.

`coupling_integral_eq_singlesEnergy` states that exactly one P1 solves the equations and that the integral for this P1 equals `singlesEnergy e o V`. `existsUnique_iff` shows that the condition on the levels is necessary and sufficient for a unique solution, for any complex matrix V. At a coincidence Lean's division by zero would set the term in `singlesEnergy` to zero; `hgap` excludes that case from the energy theorem.

`isFirstOrder_of_family` derives the equations from `IsExactFamily`, assuming that the entries of the family are differentiable at zero. It uses the product rule `hasDerivAt_mul_entry` and the uniqueness of derivatives. Existence of such a family is proved only for a two-level example, `twoLevel`, with levels −1 (occupied) and 1 (virtual) and a V whose off-diagonal entries are 1; its P1 has off-diagonal entries −1/2.

`isFirstOrder_iff` turns the matrix equations into the entry equations. `isFirstOrder_iff_eq` splits on whether p and q lie in the same block: idempotency fixes the entry to zero if they do, and otherwise the nonzero level difference is cancelled. The solution is the explicit matrix `response`. For the converse in `existsUnique_iff`, the matrix `Y` adds 1 to the entry (a, i) of a given solution.

In `trace_eq`, `hsame` removes the diagonal blocks, while `hov` and `hvo` evaluate the two mixed ones. Exchanging the order of summation shows that they are equal. The final theorem takes the constant trace out of the integral and uses `integral_id` for the factor ½.

The step to an RPA calculation remains a physical identification: V is the Fock operator minus the reference operator, built from the reference orbitals and held fixed, and the integral is read as the singles part of the interacting system's second-order correlation energy. Fractional occupations, self-consistent changes of V and higher orders in V lie beyond this model. The theorem also gives no bound on rounding errors when an occupied and a virtual level are nearly equal.
